# The signs of the coupling eigenvalues bound how a separable term changes level counts

Let $H_0$ be a Hermitian matrix in a finite orthonormal basis labelled by `n`, and let $D$ be a Hermitian coupling matrix for finitely many projectors labelled by `m`. The columns of the complex matrix $P$ hold the projectors. They may be linearly dependent and need not be normalised.

```lean
import Mathlib

open Matrix

namespace SeparableSpectra

noncomputable section

variable {n m : Type*} [Fintype n] [DecidableEq n] [Fintype m] [DecidableEq m]
```

The Hamiltonian under study is

$$H = H_0 + P D P^\dagger ,$$

where $P^\dagger$ is the conjugate transpose, written `Pᴴ` in Lean. This is the form of a one-particle Hamiltonian with a separable nonlocal pseudopotential. The eigenproblem is the ordinary one, $Hx=\varepsilon x$; the generalised problem with an overlap matrix, as in ultrasoft and PAW methods, is not treated.

```lean
/-- The separable Hamiltonian `H0 + P D Pᴴ` with projectors `P` and coupling matrix `D`. -/
def separable (H0 : Matrix n n ℂ) (P : Matrix n m ℂ) (D : Matrix m m ℂ) : Matrix n n ℂ :=
  H0 + P * D * Pᴴ
```

For Hermitian $A$, let $N(A,t)$ be the number of eigenvalues strictly below the real energy $t$. Lean lists the eigenvalues by an index in `n`, so counting indices counts multiplicity. The argument `hA` is the proof that $A$ is Hermitian, which makes the real eigenvalues available.

```lean
/-- The number of eigenvalues below `t`, counted with multiplicity. -/
def levelsBelow {A : Matrix n n ℂ} (hA : A.IsHermitian) (t : ℝ) : ℕ :=
  Fintype.card {i // hA.eigenvalues i < t}
```

Let $k_+$ be the number of positive eigenvalues of $D$, the repulsive couplings.

```lean
/-- The number of positive eigenvalues of the coupling matrix. -/
def repulsive {D : Matrix m m ℂ} (hD : D.IsHermitian) : ℕ :=
  Fintype.card {i // 0 < hD.eigenvalues i}
```

Let $k_-$ be the number of negative ones, the attractive couplings. Zero eigenvalues enter neither count.

```lean
/-- The number of negative eigenvalues of the coupling matrix. -/
def attractive {D : Matrix m m ℂ} (hD : D.IsHermitian) : ℕ :=
  Fintype.card {i // hD.eigenvalues i < 0}
```

The energy form is $E_A(x)=\mathrm{Re}\,\langle x,Ax\rangle$. States are not normalised; for $x\neq0$ and Hermitian $A$, the expectation value is $E_A(x)/\|x\|^2$.

```lean
/-- The energy form `Re ⟨x, A x⟩` of an unnormalised state `x`. -/
def energy (A : Matrix n n ℂ) (x : n → ℂ) : ℝ := (star x ⬝ᵥ A *ᵥ x).re
```

Let $U_A$ be the unitary matrix whose columns are orthonormal eigenvectors of $A$.

```lean
/-- The matrix whose columns are orthonormal eigenvectors of `A`. -/
def modes {A : Matrix n n ℂ} (hA : A.IsHermitian) : Matrix n n ℂ :=
  (hA.eigenvectorUnitary : Matrix n n ℂ)
```

The amplitudes of $x$ along these eigenvectors are $a=U_A^\dagger x$, a linear function of $x$.

```lean
/-- The amplitudes of a state along the eigenvectors of `A`. -/
def amplitude {A : Matrix n n ℂ} (hA : A.IsHermitian) : (n → ℂ) →ₗ[ℂ] (n → ℂ) :=
  (modes hA)ᴴ.mulVecLin
```

## Energies in terms of amplitudes

Since $(PDP^\dagger)^\dagger = PD^\dagger P^\dagger = PDP^\dagger$, the matrix $H$ is Hermitian and $N(H,t)$ is defined.

```lean
omit [Fintype n] [DecidableEq n] [DecidableEq m] in
/-- A separable Hamiltonian with Hermitian `H0` and `D` is Hermitian. -/
theorem separable_isHermitian {H0 : Matrix n n ℂ} {D : Matrix m m ℂ}
    (h0 : H0.IsHermitian) (hD : D.IsHermitian) (P : Matrix n m ℂ) :
    (separable H0 P D).IsHermitian := by
  unfold separable Matrix.IsHermitian
  simp only [conjTranspose_add, conjTranspose_mul, conjTranspose_conjTranspose,
    h0.eq, hD.eq, Matrix.mul_assoc]
```

Moving $P$ to the other side of the inner product gives $\langle x,PDP^\dagger x\rangle=\langle P^\dagger x,D\,P^\dagger x\rangle$, and therefore

$$E_H(x)=E_{H_0}(x)+E_D(P^\dagger x).$$

```lean
omit [DecidableEq n] [DecidableEq m] in
/-- The separable term contributes the energy form of `D` at the projections `Pᴴ x`. -/
theorem energy_separable (H0 : Matrix n n ℂ) (P : Matrix n m ℂ) (D : Matrix m m ℂ)
    (x : n → ℂ) : energy (separable H0 P D) x = energy H0 x + energy D (Pᴴ *ᵥ x) := by
  have h : star (Pᴴ *ᵥ x) ⬝ᵥ D *ᵥ (Pᴴ *ᵥ x) = star x ⬝ᵥ (P * D * Pᴴ) *ᵥ x := by
    rw [Matrix.star_mulVec, conjTranspose_conjTranspose, ← Matrix.dotProduct_mulVec]
    simp only [Matrix.mulVec_mulVec, Matrix.mul_assoc]
  unfold energy separable
  rw [h, Matrix.add_mulVec, dotProduct_add, Complex.add_re]
```

Taking $H_0=0$ and a real diagonal matrix as the coupling, the same identity yields, for any square $U$,

$$E_{U\,\mathrm{diag}(d)\,U^\dagger}(x)=\sum_i d_i\,|(U^\dagger x)_i|^2 .$$

```lean
private theorem energy_conj (U : Matrix n n ℂ) (d : n → ℝ) (x : n → ℂ) :
    energy (U * diagonal (fun i => (d i : ℂ)) * Uᴴ) x
      = ∑ i, d i * ‖(Uᴴ *ᵥ x) i‖ ^ 2 := by
  have h := energy_separable 0 U (diagonal (fun i => (d i : ℂ))) x
  have hz : energy (0 : Matrix n n ℂ) x = 0 := by simp [energy]
  rw [separable, zero_add, hz, zero_add] at h
  rw [h]
  simp only [energy, dotProduct, Matrix.mulVec_diagonal, Pi.star_apply, Complex.re_sum]
  refine Finset.sum_congr rfl fun i _ => ?_
  generalize (Uᴴ *ᵥ x) i = z
  rw [Complex.sq_norm, Complex.normSq_apply]
  simp [Complex.mul_re, Complex.mul_im]
  ring
```

For the eigenvector matrix, unitarity gives $U_AU_A^\dagger=1$.

```lean
private theorem modes_mul {A : Matrix n n ℂ} (hA : A.IsHermitian) :
    modes hA * (modes hA)ᴴ = 1 :=
  Matrix.mem_unitaryGroup_iff.mp hA.eigenvectorUnitary.2
```

Let $\alpha_i$ be the eigenvalues of $A$. The eigenvalue equations, column by column, say $AU_A=U_A\,\mathrm{diag}(\alpha)$. Multiplying by $U_A^\dagger$ on the right gives $A=U_A\,\mathrm{diag}(\alpha)\,U_A^\dagger$, so

$$E_A(x)=\sum_i\alpha_i|a_i|^2 .$$

```lean
/-- The energy form is the sum of the eigenvalues weighted by squared amplitudes. -/
theorem energy_spectral {A : Matrix n n ℂ} (hA : A.IsHermitian) (x : n → ℂ) :
    energy A x = ∑ i, hA.eigenvalues i * ‖amplitude hA x i‖ ^ 2 := by
  have hAU : A * modes hA = modes hA * diagonal (fun i => (hA.eigenvalues i : ℂ)) := by
    ext i j
    have h := congrFun (hA.mulVec_eigenvectorBasis j) i
    rw [Matrix.mul_diagonal]
    simpa [modes, Matrix.mul_apply, Matrix.mulVec, dotProduct,
      Matrix.IsHermitian.eigenvectorUnitary_apply, mul_comm] using h
  have hS : A = modes hA * diagonal (fun i => (hA.eigenvalues i : ℂ)) * (modes hA)ᴴ := by
    rw [← hAU, Matrix.mul_assoc, modes_mul, Matrix.mul_one]
  exact (congrArg (fun M => energy M x) hS).trans (energy_conj _ _ x)
```

With all $d_i=1$ the diagonal formula becomes $\|x\|^2=E_1(x)=\sum_i|a_i|^2$. The right-hand side has the same value in the eigenbasis of any Hermitian matrix.

```lean
private theorem energy_one {A : Matrix n n ℂ} (hA : A.IsHermitian) (x : n → ℂ) :
    energy 1 x = ∑ i, ‖amplitude hA x i‖ ^ 2 := by
  have h := energy_conj (modes hA) (fun _ => 1) x
  simp only [Complex.ofReal_one, Matrix.diagonal_one, Matrix.mul_one, modes_mul,
    one_mul] at h
  exact h
```

## Comparing two spectra under linear constraints

Let $B$ be a second Hermitian matrix, with eigenvalues $\beta_i$ and amplitudes $b=U_B^\dagger x$. Suppose $E_B(x)\le E_A(x)$ whenever $x$ satisfies $\kappa$ linear conditions $Lx=0$. Then

$$N(A,t)\le N(B,t)+\kappa .$$

To see this, impose three sets of conditions on $x$: $a_i=0$ when $\alpha_i\ge t$, $b_i=0$ when $\beta_i<t$, and $Lx=0$. Only eigenvalues $\beta_i\ge t$ now contribute to $E_B$, hence

$$t\|x\|^2\le E_B(x)\le E_A(x)=\sum_i\alpha_i|a_i|^2 ,$$

which rearranges to $\sum_i(t-\alpha_i)|a_i|^2\le0$. Every term is nonnegative, because $a_i=0$ wherever $t-\alpha_i\le0$. So every term vanishes, and the amplitudes with $\alpha_i<t$ are zero too. Thus $a=0$ and $x=U_Aa=0$.

The linear map that collects all these conditions is therefore injective. Its target has dimension $(|n|-N(A,t))+N(B,t)+\kappa$, where $|n|$ is the basis size, and this must be at least $|n|$. That is the claimed bound.

In Lean the collecting map is `G`, and `κ` is a finite type whose cardinality is the number of conditions. The facts `hb`, `hs` and `ha` record the lower bound on $E_B$, the vanishing sum and $a=0$. The dimension count comes from `LinearMap.finrank_le_finrank_of_injective`, and `omega` finishes the arithmetic.

```lean
/-- If the energy form of `A` is at least that of `B` on all states obeying `κ` linear
constraints, then `A` has at most `κ` more levels below `t` than `B`. -/
theorem levelsBelow_le_of_constraints {A B : Matrix n n ℂ} (hA : A.IsHermitian)
    (hB : B.IsHermitian) {κ : Type*} [Fintype κ] (L : (n → ℂ) →ₗ[ℂ] (κ → ℂ))
    (h : ∀ x, L x = 0 → energy B x ≤ energy A x) (t : ℝ) :
    levelsBelow hA t ≤ levelsBelow hB t + Fintype.card κ := by
  -- collect the high amplitudes of A, the low amplitudes of B and the constraints
  let G := ((LinearMap.funLeft ℂ ℂ
      (Subtype.val : {i // ¬ hA.eigenvalues i < t} → n)) ∘ₗ amplitude hA).prod
    (((LinearMap.funLeft ℂ ℂ
      (Subtype.val : {i // hB.eigenvalues i < t} → n)) ∘ₗ amplitude hB).prod L)
  have hG : Function.Injective G := by
    rw [← LinearMap.ker_eq_bot, LinearMap.ker_eq_bot']
    intro x hx
    have h1 : ∀ i, ¬ hA.eigenvalues i < t → amplitude hA x i = 0 :=
      fun i hi => congrFun (congrArg (fun z => z.1) hx) ⟨i, hi⟩
    have h2 : ∀ i, hB.eigenvalues i < t → amplitude hB x i = 0 :=
      fun i hi => congrFun (congrArg (fun z => z.2.1) hx) ⟨i, hi⟩
    have h3 : L x = 0 := congrArg (fun z => z.2.2) hx
    have hn := (energy_one hA x).symm.trans (energy_one hB x)
    have hb : t * ∑ i, ‖amplitude hB x i‖ ^ 2 ≤ energy B x := by
      rw [energy_spectral hB, Finset.mul_sum]
      refine Finset.sum_le_sum fun j _ => ?_
      by_cases hj : hB.eigenvalues j < t
      · simp [h2 j hj]
      · exact mul_le_mul_of_nonneg_right (not_lt.mp hj) (sq_nonneg _)
    have hnn : ∀ i ∈ Finset.univ,
        0 ≤ (t - hA.eigenvalues i) * ‖amplitude hA x i‖ ^ 2 := by
      intro i _
      by_cases hi : hA.eigenvalues i < t
      · exact mul_nonneg (by linarith) (sq_nonneg _)
      · simp [h1 i hi]
    have he : ∑ i, (t - hA.eigenvalues i) * ‖amplitude hA x i‖ ^ 2
        = t * ∑ i, ‖amplitude hA x i‖ ^ 2 - energy A x := by
      rw [energy_spectral hA, Finset.mul_sum, ← Finset.sum_sub_distrib]
      exact Finset.sum_congr rfl fun i _ => by ring
    have hs : ∑ i, (t - hA.eigenvalues i) * ‖amplitude hA x i‖ ^ 2 = 0 := by
      refine le_antisymm ?_ (Finset.sum_nonneg hnn)
      rw [he, hn]
      linarith [h x h3]
    -- the remaining low amplitudes of A vanish as well
    have ha : amplitude hA x = 0 := by
      funext i
      by_cases hi : hA.eigenvalues i < t
      · have hz := (Finset.sum_eq_zero_iff_of_nonneg hnn).mp hs i (Finset.mem_univ i)
        rcases mul_eq_zero.mp hz with h' | h'
        · exact absurd h' (by linarith [hi] : t - hA.eigenvalues i > 0).ne'
        · simpa using h'
      · exact h1 i hi
    calc x = (modes hA * (modes hA)ᴴ) *ᵥ x := by rw [modes_mul, Matrix.one_mulVec]
      _ = modes hA *ᵥ amplitude hA x := (Matrix.mulVec_mulVec _ _ _).symm
      _ = 0 := by rw [ha, Matrix.mulVec_zero]
  have hr := LinearMap.finrank_le_finrank_of_injective hG
  simp only [Module.finrank_prod, Module.finrank_fintype_fun_eq_card] at hr
  have hc := Fintype.card_subtype_compl (fun i => hA.eigenvalues i < t)
  have hl := Fintype.card_subtype_le (fun i => hA.eigenvalues i < t)
  unfold levelsBelow
  omega
```

## The two-sided bound

Let $\delta_i$ be the eigenvalues of $D$ and $c=U_D^\dagger P^\dagger x$ the amplitudes of the projections, so that $E_D(P^\dagger x)=\sum_i\delta_i|c_i|^2$.

Require $c_i=0$ for the $k_+$ indices with $\delta_i>0$. The sum is then nonpositive and $E_H(x)\le E_{H_0}(x)$. The comparison with $A=H_0$ and $B=H$ gives $N(H_0,t)\le N(H,t)+k_+$.

Require instead $c_i=0$ for the $k_-$ indices with $\delta_i<0$. Now $E_{H_0}(x)\le E_H(x)$, and exchanging the roles gives $N(H,t)\le N(H_0,t)+k_-$. Together, for every real $t$,

$$N(H_0,t)-k_+\le N(H,t)\le N(H_0,t)+k_- .$$

The theorem states this in the integers, where the subtraction is the ordinary one. Its only hypotheses are that $H_0$ and $D$ are Hermitian. For a separable pseudopotential in a finite orthonormal basis with $H_0$ held fixed, it limits by how much the separable term can change the number of one-particle levels below a chosen energy.

```lean
/-- A separable term lowers the number of levels below `t` by at most the number of positive
eigenvalues of `D`, and raises it by at most the number of negative ones. -/
theorem levelsBelow_separable {H0 : Matrix n n ℂ} {D : Matrix m m ℂ}
    (h0 : H0.IsHermitian) (hD : D.IsHermitian) (P : Matrix n m ℂ) (t : ℝ) :
    (levelsBelow h0 t : ℤ) - repulsive hD ≤ levelsBelow (separable_isHermitian h0 hD P) t ∧
    (levelsBelow (separable_isHermitian h0 hD P) t : ℤ)
      ≤ levelsBelow h0 t + attractive hD := by
  constructor
  · -- without repulsive amplitudes the separable energy is nonpositive
    have key := levelsBelow_le_of_constraints h0 (separable_isHermitian h0 hD P)
      ((LinearMap.funLeft ℂ ℂ (Subtype.val : {i // 0 < hD.eigenvalues i} → m)) ∘ₗ
        amplitude hD ∘ₗ Pᴴ.mulVecLin) (fun x hx => by
          have hv : energy D (Pᴴ *ᵥ x) ≤ 0 := by
            rw [energy_spectral hD]
            refine Finset.sum_nonpos fun i _ => ?_
            by_cases hi : 0 < hD.eigenvalues i
            · have hz : amplitude hD (Pᴴ *ᵥ x) i = 0 := congrFun hx ⟨i, hi⟩
              simp [hz]
            · exact mul_nonpos_of_nonpos_of_nonneg (not_lt.mp hi) (sq_nonneg _)
          rw [energy_separable]
          linarith) t
    unfold repulsive
    omega
  · -- without attractive amplitudes the separable energy is nonnegative
    have key := levelsBelow_le_of_constraints (separable_isHermitian h0 hD P) h0
      ((LinearMap.funLeft ℂ ℂ (Subtype.val : {i // hD.eigenvalues i < 0} → m)) ∘ₗ
        amplitude hD ∘ₗ Pᴴ.mulVecLin) (fun x hx => by
          have hv : 0 ≤ energy D (Pᴴ *ᵥ x) := by
            rw [energy_spectral hD]
            refine Finset.sum_nonneg fun i _ => ?_
            by_cases hi : hD.eigenvalues i < 0
            · have hz : amplitude hD (Pᴴ *ᵥ x) i = 0 := congrFun hx ⟨i, hi⟩
              simp [hz]
            · exact mul_nonneg (not_lt.mp hi) (sq_nonneg _)
          rw [energy_separable]
          linarith) t
    unfold attractive
    omega
```

From here on, $a$ and $b$ denote two real energies, no longer amplitudes. Applying the bound at each of them and subtracting gives

$$\bigl|\,[N(H,b)-N(H,a)]-[N(H_0,b)-N(H_0,a)]\,\bigr|\le k_++k_- .$$

For $a\le b$ the brackets count the levels in the window $[a,b)$.

```lean
/-- The difference between the level counts below `b` and below `a` changes by at most the
number of nonzero eigenvalues of `D`, positive and negative together. -/
theorem window_separable {H0 : Matrix n n ℂ} {D : Matrix m m ℂ}
    (h0 : H0.IsHermitian) (hD : D.IsHermitian) (P : Matrix n m ℂ) (a b : ℝ) :
    |((levelsBelow (separable_isHermitian h0 hD P) b : ℤ)
        - levelsBelow (separable_isHermitian h0 hD P) a)
      - ((levelsBelow h0 b : ℤ) - levelsBelow h0 a)| ≤ repulsive hD + attractive hD := by
  have ha := levelsBelow_separable h0 hD P a
  have hb := levelsBelow_separable h0 hD P b
  rw [abs_le]
  constructor <;> linarith [ha.1, ha.2, hb.1, hb.2]
```

## Couplings that reach the bounds

Take $H_0=0$ and $P=1$, with as many projectors as basis functions, so that $H=D$. Two small facts are needed. Equal matrices have equal level counts, whichever proofs of Hermiticity accompany them.

```lean
private theorem levelsBelow_congr {A B : Matrix n n ℂ} (h : A = B) (hA : A.IsHermitian)
    (hB : B.IsHermitian) (t : ℝ) : levelsBelow hA t = levelsBelow hB t := by
  subst h
  rfl
```

All eigenvalues of the zero matrix are zero.

```lean
private theorem eigenvalues_zero (h0 : (0 : Matrix n n ℂ).IsHermitian) (i : n) :
    h0.eigenvalues i = 0 := by
  rw [h0.eigenvalues_eq]
  simp
```

At $t=0$ the zero matrix has no level strictly below $t$, while $D$ has $k_-$. Hence $N(H,0)=N(H_0,0)+k_-$, and the upper bound is attained for every Hermitian $D$.

```lean
/-- For `H0 = 0`, `P = 1` and `t = 0` the upper bound is attained, whatever `D` is. -/
theorem upper_bound_attained {D : Matrix n n ℂ} (h0 : (0 : Matrix n n ℂ).IsHermitian)
    (hD : D.IsHermitian) :
    levelsBelow (separable_isHermitian h0 hD 1) 0 = levelsBelow h0 0 + attractive hD := by
  have hz : levelsBelow h0 0 = 0 :=
    Fintype.card_eq_zero_iff.mpr ⟨fun i => absurd i.2 (by simp [eigenvalues_zero h0])⟩
  rw [hz, zero_add, levelsBelow_congr (by simp [separable]) _ hD]
  rfl
```

For the lower bound, choose $t>0$ no larger than any positive $\delta_i$; this is possible because there are finitely many. All $|n|$ levels of the zero matrix lie below $t$, whereas for $D$ exactly the nonpositive ones do. Hence $N(H,t)=|n|-k_+=N(H_0,t)-k_+$. Lean takes the choice of $t$ as the hypotheses `ht` and `hgap`, and writes the equality with $k_+$ added on the left.

```lean
/-- For `H0 = 0`, `P = 1` and a positive `t` not above any positive eigenvalue of `D`, the
lower bound is attained. -/
theorem lower_bound_attained {D : Matrix n n ℂ} (h0 : (0 : Matrix n n ℂ).IsHermitian)
    (hD : D.IsHermitian) {t : ℝ} (ht : 0 < t)
    (hgap : ∀ i, 0 < hD.eigenvalues i → t ≤ hD.eigenvalues i) :
    levelsBelow (separable_isHermitian h0 hD 1) t + repulsive hD = levelsBelow h0 t := by
  have hz : levelsBelow h0 t = Fintype.card n :=
    Fintype.card_congr (Equiv.subtypeUnivEquiv fun i => by rw [eigenvalues_zero h0]; exact ht)
  have hd : levelsBelow hD t = Fintype.card {i // ¬ 0 < hD.eigenvalues i} :=
    Fintype.card_congr (Equiv.subtypeEquivRight fun i =>
      ⟨fun h hp => absurd (hgap i hp) (not_le_of_gt h),
        fun h => lt_of_le_of_lt (not_lt.mp h) ht⟩)
  have hc := Fintype.card_subtype_compl (fun i => 0 < hD.eigenvalues i)
  have hl := Fintype.card_subtype_le (fun i => 0 < hD.eigenvalues i)
  rw [hz, levelsBelow_congr (by simp [separable]) _ hD, hd]
  unfold repulsive
  omega

end

end SeparableSpectra
```

```lean
#print axioms SeparableSpectra.levelsBelow_separable
-- 'SeparableSpectra.levelsBelow_separable' depends on axioms: [propext, Classical.choice, Quot.sound]
#print axioms SeparableSpectra.window_separable
-- 'SeparableSpectra.window_separable' depends on axioms: [propext, Classical.choice, Quot.sound]
#print axioms SeparableSpectra.upper_bound_attained
-- 'SeparableSpectra.upper_bound_attained' depends on axioms: [propext, Classical.choice, Quot.sound]
#print axioms SeparableSpectra.lower_bound_attained
-- 'SeparableSpectra.lower_bound_attained' depends on axioms: [propext, Classical.choice, Quot.sound]
```
